# Arctangent form and infrared limit of the one-loop Chern-Simons level of a massive fermion in 2+1 dimensions

Take a free two-component Dirac fermion of unit charge and mass $m\neq0$, in vacuum and at Euclidean momentum $p>0$, with $\hbar=c=1$. Its one-loop induced Chern-Simons level, the coefficient $k$ in $\frac{k}{4\pi}A\,dA$, with orientation and gamma matrices chosen so that $k$ has the sign of $m$, is

$$k(m,p)=\frac12\int_0^1\frac{m\,dx}{\sqrt{m^2+x(1-x)p^2}}=\frac mp\arctan\frac{p}{2|m|},$$

where $x$ is the Feynman parameter. As $p\to0^+$ it tends to $\operatorname{sign}(m)/2$. In this limit, subtracting the level of a regulator of mass $M\neq0$ therefore leaves $0$ for equal signs, $1$ for $m>0>M$ and $-1$ for $m<0<M$.

## Evaluating the parity-odd response

A code that computes the parity-odd polarization of free Dirac fermions at Euclidean momentum and zero temperature, with the chemical potential in the mass gap, can use the arctangent in place of quadrature. This helps when $p\gg|m|$, where the integrand has narrow peaks at both endpoints. At $p=0$ the code needs the limiting value. For a single Dirac cone under these conditions, that value is the half-integer Hall conductivity in units of $e^2/h$, up to an orientation convention.

Take $m=1$, $p=2$. The formula gives $k=\tfrac12\arctan1=\pi/8\approx0.393$. Directly, with $t=2x-1$, the integral is $\tfrac14\int_{-1}^1dt/\sqrt{2-t^2}=\tfrac12\arcsin(1/\sqrt2)=\pi/8$. With $M=-1$ the regulated level is $\pi/4\approx0.785$: the integer appears only in the infrared limit.

## From the Feynman integral to the limits

Let $s(x)=\sqrt{m^2+x(1-x)p^2}$, which is positive on $[0,1]$ because $m\neq0$, and let $u=p(x-\tfrac12)/s$. Since $(s^2)'=(1-2x)p^2$,

$$u'=\frac ps-\frac{p(x-\frac12)(1-2x)p^2}{2s^3}=\frac ps+\frac{p^3(x-\frac12)^2}{s^3}=\frac ps(1+u^2).$$

Hence $(\arctan u)'=u'/(1+u^2)=p/s$. At the endpoints $s=|m|$ and $u=\pm p/(2|m|)$, so $\int_0^1 p/s\,dx=2\arctan(p/(2|m|))$. Multiplying by $m/(2p)$ gives $k$.

The arctangent has slope $1$ at zero, so $\arctan(p/(2|m|))/p\to1/(2|m|)$ and $k\to m/(2|m|)=\operatorname{sign}(m)/2$. The regulated values are differences of two such limits.

Three further facts follow for $p>0$:

- Since $\arctan y<y$ for $y>0$, $|k|<1/2$; at $m=0$ the level is zero.
- Since $\arctan y<\pi/2$, $|k|\le\pi|m|/(2p)$, so $k\to0$ as $m\to0$ at fixed $p$. The massless and infrared limits do not commute.
- For $M>0$, $k(M,p)=k(1,p/M)\to1/2$ as $M\to\infty$, and $k(-M,p)=-k(M,p)$. Subtracting an infinitely heavy regulator thus shifts the level by $-1/2$ for positive regulator mass and $+1/2$ for negative.

## The Lean file

```lean
import Mathlib

open Filter Topology

namespace InducedChernSimons

noncomputable section

/-- The Chern-Simons level induced at momentum `p` by a two-component fermion of mass `m`,
as a one-loop Feynman-parameter integral. -/
def csLevel (m p : ℝ) : ℝ :=
  (1 / 2) * ∫ x in (0 : ℝ)..1, m / √(m ^ 2 + x * (1 - x) * p ^ 2)

/-- For a massive fermion the radicand of the loop integral is positive at every
Feynman parameter. -/
theorem radicand_pos {m x : ℝ} (p : ℝ) (hm : m ≠ 0) (hx : x ∈ Set.Icc (0 : ℝ) 1) :
    0 < m ^ 2 + x * (1 - x) * p ^ 2 := by
  have h1 : 0 < m ^ 2 := by positivity
  have h2 : 0 ≤ x * (1 - x) := mul_nonneg hx.1 (by linarith [hx.2])
  have h3 := mul_nonneg h2 (sq_nonneg p)
  linarith

/-- For a massive fermion, an arctangent is a primitive of `p / √(m ^ 2 + x * (1 - x) * p ^ 2)` in
the Feynman parameter `x` on `[0, 1]`. -/
theorem hasDerivAt_primitive {m x : ℝ} (p : ℝ) (hm : m ≠ 0) (hx : x ∈ Set.Icc (0 : ℝ) 1) :
    HasDerivAt (fun y : ℝ => Real.arctan (p * (y - 1 / 2) / √(m ^ 2 + y * (1 - y) * p ^ 2)))
      (p / √(m ^ 2 + x * (1 - x) * p ^ 2)) x := by
  have hpos := radicand_pos p hm hx
  have hD : HasDerivAt (fun y : ℝ => m ^ 2 + y * (1 - y) * p ^ 2) ((1 - 2 * x) * p ^ 2) x := by
    have h := (((hasDerivAt_id' x).fun_mul ((hasDerivAt_id' x).const_sub 1)).mul_const
      (p ^ 2)).const_add (m ^ 2)
    exact h.congr_deriv (by ring)
  have hu : HasDerivAt (fun y : ℝ => p * (y - 1 / 2)) p x :=
    (((hasDerivAt_id' x).sub_const (1 / 2)).const_mul p).congr_deriv (by ring)
  have hs0 := Real.sqrt_pos.2 hpos
  have hF := (hu.fun_div (hD.sqrt hpos.ne') hs0.ne').arctan
  -- the factor from the arctangent cancels against the quotient rule
  have key : ∀ s : ℝ, 0 < s → 1 / (1 + (p * (x - 1 / 2) / s) ^ 2) *
      ((p * s - p * (x - 1 / 2) * ((1 - 2 * x) * p ^ 2 / (2 * s))) / s ^ 2) = p / s := by
    intro s hs
    have e : (p * s - p * (x - 1 / 2) * ((1 - 2 * x) * p ^ 2 / (2 * s))) / s ^ 2
        = p / s * (1 + (p * (x - 1 / 2) / s) ^ 2) := by
      field_simp
      ring
    have hw : 1 + (p * (x - 1 / 2) / s) ^ 2 ≠ 0 := by positivity
    rw [e, one_div, mul_comm, mul_assoc, mul_inv_cancel₀ hw, mul_one]
  exact hF.congr_deriv (key _ hs0)

/-- Closed forms, for a massive fermion at momentum `p > 0`, of the integral of `p / √(m ^ 2 + x *
(1 - x) * p ^ 2)` over the Feynman parameter and of the induced Chern-Simons level. -/
theorem csLevel_closed_form {m p : ℝ} (hm : m ≠ 0) (hp : 0 < p) :
    (∫ x in (0 : ℝ)..1, p / √(m ^ 2 + x * (1 - x) * p ^ 2))
        = 2 * Real.arctan (p / (2 * |m|)) ∧
      csLevel m p = m / p * Real.arctan (p / (2 * |m|)) := by
  have hmem : ∀ x ∈ Set.uIcc (0 : ℝ) 1, x ∈ Set.Icc (0 : ℝ) 1 := by
    intro x hx
    rwa [Set.uIcc_of_le zero_le_one] at hx
  have hint : IntervalIntegrable (fun x : ℝ => p / √(m ^ 2 + x * (1 - x) * p ^ 2))
      MeasureTheory.volume 0 1 := by
    apply ContinuousOn.intervalIntegrable
    exact ContinuousOn.div continuousOn_const (Continuous.continuousOn (by fun_prop))
      (fun x hx => (Real.sqrt_pos.2 (radicand_pos p hm (hmem x hx))).ne')
  have hI : (∫ x in (0 : ℝ)..1, p / √(m ^ 2 + x * (1 - x) * p ^ 2))
      = 2 * Real.arctan (p / (2 * |m|)) := by
    -- the two endpoints contribute opposite angles
    have h1 : p * (1 - 1 / 2) / √(m ^ 2 + 1 * (1 - 1) * p ^ 2) = p / (2 * |m|) := by
      rw [show m ^ 2 + 1 * (1 - 1) * p ^ 2 = m ^ 2 by ring, Real.sqrt_sq_eq_abs,
        show p * (1 - 1 / 2) = p / 2 by ring, div_div]
    have h0 : p * (0 - 1 / 2) / √(m ^ 2 + 0 * (1 - 0) * p ^ 2) = -(p / (2 * |m|)) := by
      rw [show m ^ 2 + 0 * (1 - 0) * p ^ 2 = m ^ 2 by ring, Real.sqrt_sq_eq_abs,
        show p * (0 - 1 / 2) = -(p / 2) by ring, neg_div, div_div]
    rw [intervalIntegral.integral_eq_sub_of_hasDerivAt
      (fun x hx => hasDerivAt_primitive p hm (hmem x hx)) hint]
    simp only [h1, h0, Real.arctan_neg]
    ring
  refine ⟨hI, ?_⟩
  have h : ∀ x : ℝ, m / √(m ^ 2 + x * (1 - x) * p ^ 2)
      = m / p * (p / √(m ^ 2 + x * (1 - x) * p ^ 2)) := by
    intro x
    field_simp
  unfold csLevel
  simp only [h, intervalIntegral.integral_const_mul, hI]
  ring

/-- In the infrared limit the induced level tends to half the sign of the fermion mass. -/
theorem csLevel_infrared (m : ℝ) :
    Tendsto (fun p => csLevel m p) (𝓝[>] 0) (𝓝 (Real.sign m / 2)) := by
  rcases eq_or_ne m 0 with rfl | hm
  · simp [csLevel]
  -- the limit is `m` times the slope of `arctan (t / (2 * |m|))` at `t = 0`
  have hd : HasDerivAt (fun t : ℝ => Real.arctan (t / (2 * |m|))) (1 / (2 * |m|)) 0 :=
    (((hasDerivAt_id' (0 : ℝ)).div_const (2 * |m|)).arctan).congr_deriv (by simp)
  have ht := hd.tendsto_slope_zero_right.const_mul m
  have hlim : m * (1 / (2 * |m|)) = Real.sign m / 2 := by
    rcases lt_or_gt_of_ne hm with h | h
    · rw [Real.sign_of_neg h, abs_of_neg h]
      field_simp
    · rw [Real.sign_of_pos h, abs_of_pos h]
      field_simp
  rw [hlim] at ht
  refine ht.congr' ?_
  filter_upwards [self_mem_nhdsWithin] with p hp
  rw [(csLevel_closed_form hm hp).2]
  simp only [zero_add, zero_div, Real.arctan_zero, sub_zero, smul_eq_mul]
  ring

/-- The infrared level after subtraction of a regulator of mass `M` is `0` for masses of equal
sign, `1` for `m > 0 > M`, and `-1` for `m < 0 < M`. -/
theorem regulated_level_integer (m M : ℝ) :
    (0 < m * M → Tendsto (fun p => csLevel m p - csLevel M p) (𝓝[>] 0) (𝓝 0)) ∧
    (0 < m → M < 0 → Tendsto (fun p => csLevel m p - csLevel M p) (𝓝[>] 0) (𝓝 1)) ∧
    (m < 0 → 0 < M → Tendsto (fun p => csLevel m p - csLevel M p) (𝓝[>] 0) (𝓝 (-1))) := by
  have h := (csLevel_infrared m).sub (csLevel_infrared M)
  refine ⟨fun hmM => ?_, fun hm hM => ?_, fun hm hM => ?_⟩
  · rcases mul_pos_iff.1 hmM with ⟨hm, hM⟩ | ⟨hm, hM⟩
    · rw [Real.sign_of_pos hm, Real.sign_of_pos hM, sub_self] at h
      exact h
    · rw [Real.sign_of_neg hm, Real.sign_of_neg hM, sub_self] at h
      exact h
  · rw [Real.sign_of_pos hm, Real.sign_of_neg hM,
      show (1 : ℝ) / 2 - -1 / 2 = 1 by norm_num] at h
    exact h
  · rw [Real.sign_of_neg hm, Real.sign_of_pos hM,
      show (-1 : ℝ) / 2 - 1 / 2 = -1 by norm_num] at h
    exact h

/-- At every momentum `p > 0` the induced level is strictly smaller than one half in
magnitude. -/
theorem abs_csLevel_lt_half (m : ℝ) {p : ℝ} (hp : 0 < p) : |csLevel m p| < 1 / 2 := by
  rcases eq_or_ne m 0 with rfl | hm
  · simp [csLevel]
  have hm' : 0 < |m| := abs_pos.2 hm
  have hy : 0 < p / (2 * |m|) := by positivity
  have ha := Real.arctan_pos.2 hy
  have hlt := Real.lt_tan ha (Real.arctan_lt_pi_div_two _)
  rw [Real.tan_arctan] at hlt
  rw [(csLevel_closed_form hm hp).2, abs_mul, abs_div, abs_of_pos hp, abs_of_pos ha]
  calc |m| / p * Real.arctan (p / (2 * |m|)) < |m| / p * (p / (2 * |m|)) :=
        mul_lt_mul_of_pos_left hlt (by positivity)
    _ = 1 / 2 := by field_simp

/-- At fixed momentum `p > 0` the induced level vanishes as the fermion mass tends to zero. -/
theorem csLevel_massless {p : ℝ} (hp : 0 < p) :
    Tendsto (fun m => csLevel m p) (𝓝 0) (𝓝 0) := by
  have hc : Continuous (fun m : ℝ => |m| / p * (Real.pi / 2)) := by fun_prop
  refine squeeze_zero_norm (a := fun m : ℝ => |m| / p * (Real.pi / 2)) (fun m => ?_)
    (by simpa using hc.tendsto 0)
  rcases eq_or_ne m 0 with rfl | hm
  · simp [csLevel]
  have ha : 0 < Real.arctan (p / (2 * |m|)) :=
    Real.arctan_pos.2 (div_pos hp (mul_pos two_pos (abs_pos.2 hm)))
  rw [(csLevel_closed_form hm hp).2, Real.norm_eq_abs, abs_mul, abs_div, abs_of_pos hp,
    abs_of_pos ha]
  exact mul_le_mul_of_nonneg_left (Real.arctan_lt_pi_div_two _).le (by positivity)

/-- At fixed momentum, subtracting an infinitely heavy regulator shifts the level by `-1/2` for
positive regulator mass and by `+1/2` for negative regulator mass. -/
theorem heavy_regulator (m : ℝ) {p : ℝ} (hp : 0 < p) :
    Tendsto (fun M => csLevel m p - csLevel M p) atTop (𝓝 (csLevel m p - 1 / 2)) ∧
    Tendsto (fun M => csLevel m p - csLevel (-M) p) atTop (𝓝 (csLevel m p + 1 / 2)) := by
  have hq : Tendsto (fun M : ℝ => p / M) atTop (𝓝[>] 0) := by
    refine tendsto_nhdsWithin_iff.2 ⟨tendsto_const_nhds.div_atTop tendsto_id, ?_⟩
    filter_upwards [eventually_gt_atTop (0 : ℝ)] with M hM
    exact div_pos hp hM
  have h1 := (csLevel_infrared 1).comp hq
  rw [Real.sign_of_pos one_pos] at h1
  -- only the ratio of momentum to mass matters
  have h2 : Tendsto (fun M => csLevel M p) atTop (𝓝 (1 / 2)) := by
    refine h1.congr' ?_
    filter_upwards [eventually_gt_atTop (0 : ℝ)] with M hM
    change csLevel 1 (p / M) = csLevel M p
    rw [(csLevel_closed_form one_ne_zero (div_pos hp hM)).2, (csLevel_closed_form hM.ne' hp).2,
      abs_of_pos hM, abs_one, mul_one, one_div_div, div_div, mul_comm M 2]
  have hodd : ∀ M, csLevel (-M) p = -csLevel M p := by
    intro M
    simp [csLevel, neg_div]
  refine ⟨tendsto_const_nhds.sub h2, ?_⟩
  simp only [hodd, sub_neg_eq_add]
  exact tendsto_const_nhds.add h2

end

end InducedChernSimons
```

```lean
#print axioms InducedChernSimons.csLevel_closed_form
#print axioms InducedChernSimons.regulated_level_integer
#print axioms InducedChernSimons.csLevel_massless
#print axioms InducedChernSimons.heavy_regulator
```

```
'InducedChernSimons.csLevel_closed_form' depends on axioms: [propext, Classical.choice, Quot.sound]
'InducedChernSimons.regulated_level_integer' depends on axioms: [propext, Classical.choice, Quot.sound]
'InducedChernSimons.csLevel_massless' depends on axioms: [propext, Classical.choice, Quot.sound]
'InducedChernSimons.heavy_regulator' depends on axioms: [propext, Classical.choice, Quot.sound]
```

## How the proof follows the calculus

`csLevel m p` is the Feynman integral with real mass and momentum. `radicand_pos` supplies positivity, and `hasDerivAt_primitive` differentiates the arctangent; its `key` step is the cancellation of $1+u^2$. `csLevel_closed_form` states both the integral of $p/s$ and the level.

The proof turns on `intervalIntegral.integral_eq_sub_of_hasDerivAt`, the fundamental theorem of calculus. It asks for integrability and for an ordinary two-sided derivative at every point of $[0,1]$, endpoints included. Both follow from positivity of the radicand on all of $[0,1]$, including the ends, where it equals $m^2$. At $m=0$ the first closed form would fail in Lean: division by zero makes its right side $0$, while the integral is $\pi$.

`csLevel_infrared` obtains the limit from the derivative of the arctangent at zero. The filter `𝓝[>] 0` means $p\to0^+$, and the theorem includes $m=0$, where `Real.sign` is zero. `regulated_level_integer` subtracts two such limits, writing equal signs as `0 < m * M`. `abs_csLevel_lt_half` and `csLevel_massless` use the two arctangent bounds; `heavy_regulator` composes the infrared limit with $p/M\to0^+$.

## Free fermions, one loop, Euclidean momentum

The theorems start from the parameter integral; they do not derive it from the Dirac action or a Feynman diagram. The regulator enters as a subtraction, with no construction of a regularized path integral. Interactions, higher loops, temperature, lattice effects and real-frequency response are not modelled, and floating-point error is not bounded.
